# The PAW overlap differs from the identity by a matrix of rank at most twice the number of projectors

## Orthonormal smooth orbitals with overlapping images

Take a two-dimensional orbital space with one projector \(p=(1,0)^T\), a smooth partial wave \(\tilde\phi=p\) and an all-electron partial wave \(\phi=(1,1)^T\). The usual augmentation formula gives the charge \(q=\phi^H\phi-\tilde\phi^H\tilde\phi=2-1=1\) and the overlap matrix \(1+q\,pp^H=\mathrm{diag}(2,1)\). In this overlap the smooth orbitals \(a=(1/\sqrt2,0)^T\) and \(b=(0,1)^T\) are orthonormal.

The projector augmented-wave (PAW) map sends a smooth orbital \(\tilde\psi\) to \(\tilde\psi+(\phi-\tilde\phi)\,p^H\tilde\psi\). The images of \(a\) and \(b\) are \((1,1)^T/\sqrt2\) and \((0,1)^T\). Both are normalised, but their inner product is \(1/\sqrt2\), not zero. The formula has lost part of the overlap, and no other value of \(q\) repairs it.

## The map and its overlap

Let the orbital space be \(\mathbb C^n\) with an orthonormal basis, and let there be \(m\) projectors, counted over all atoms and channels. The columns of the \(n\times m\) matrices \(\Phi\), \(\tilde\Phi\) and \(P\) are the all-electron partial waves, the smooth partial waves and the projectors. With the wave differences \(U=\Phi-\tilde\Phi\), the PAW map and the overlap it induces on smooth orbitals are

\[
T=1+UP^H,\qquad S=T^HT .
\]

An ultrasoft overlap has the form \(1+PQP^H\) with an \(m\times m\) matrix \(Q\), so it differs from the identity by a matrix of rank at most \(m\). For \(S\) the bound is \(2m\), and it is reached when the columns of \(U\) and \(P\) together are linearly independent.

PAW codes normally use the augmentation formula of the opening example, which has the ultrasoft form, so a low-rank update that applies the inverse overlap needs only \(m\) vectors. If \(S\) is instead taken literally as \(T^HT\) in a finite orthonormal basis, the update may need \(2m\).

## Expansion, factorisation and rank

Multiplying out gives

\[
S-1=(1+PU^H)(1+UP^H)-1=UP^H+PU^H+PU^HUP^H .
\]

The last term lives on the projectors alone; the first two couple projectors to wave differences. Put the two sets of columns side by side and define

\[
W=[\,U\;\;P\,],\qquad K=\begin{pmatrix}0&1\\1&U^HU\end{pmatrix}.
\]

Then \(WK=[\,P\;\;U+PU^HU\,]\), and multiplying by \(W^H\) gives

\[
WKW^H=PU^H+UP^H+PU^HUP^H=S-1 .
\]

A product has at most the rank of its first factor, and \(W\) has \(2m\) columns, so \(\operatorname{rank}(S-1)\le 2m\).

For equality, assume that the Gram matrix \(G=W^HW\) is invertible, which says that the \(2m\) columns of \(W\) are independent and requires \(2m\le n\). The matrix \(K\) is always invertible:

\[
\begin{pmatrix}0&1\\1&U^HU\end{pmatrix}
\begin{pmatrix}-U^HU&1\\1&0\end{pmatrix}
=\begin{pmatrix}1&0\\0&1\end{pmatrix}.
\]

Hence \(W^H(S-1)W=GKG\) is an invertible \(2m\times2m\) matrix and has rank \(2m\). Multiplication by \(W^H\) and \(W\) can't raise the rank, so \(S-1\) has rank at least \(2m\).

## When the ultrasoft form holds

Suppose that the projectors are independent, so that \(P^HP\) has an inverse \(R\). If \(S=1+PQP^H\), the expansion of \(S-1\) can be solved for its first term:

\[
UP^H=P\,(QP^H-U^H-U^HUP^H).
\]

Multiplying from the right by \(PR\) turns the left side into \(U\), and therefore

\[
U=PA,\qquad A=(QP^H-U^H-U^HUP^H)PR .
\]

Every wave difference is then a linear combination of projectors. Conversely, if \(U=PA\), then \(UP^H=PAP^H\) and \(PU^H=PA^HP^H\), so the ultrasoft form holds with \(Q=A+A^H+U^HU\).

The first direction fails if nothing is asked of \(P\): for \(P=0\) and \(U\neq0\), the overlap \(S=1\) has the ultrasoft form, but \(U\) is not \(PA\).

## The completeness error in the cross terms

For one atom, the usual charge matrix is \(\Phi^H\Phi-\tilde\Phi^H\tilde\Phi\). For several atoms, the usual matrix has no entries between different atoms; the same expression gives it if the augmentation spheres don't overlap and each partial wave is set to zero outside its own sphere, which leaves \(U\) unchanged. Substituting \(\Phi=\tilde\Phi+U\) gives

\[
U^HU=\Phi^H\Phi-\tilde\Phi^H\tilde\Phi-\tilde\Phi^HU-U^H\tilde\Phi .
\]

Insert this into \(S-1\) and combine the last two terms with the cross terms:

\[
\begin{aligned}
S-1={}&P(\Phi^H\Phi-\tilde\Phi^H\tilde\Phi)P^H\\
&+(1-\tilde\Phi P^H)^HUP^H+PU^H(1-\tilde\Phi P^H).
\end{aligned}
\]

The matrix \(1-\tilde\Phi P^H\) returns what is left of a smooth orbital after its one-centre expansion is subtracted. The usual formula is exact if this remainder is orthogonal to all wave differences, that is, if \(U^H(1-\tilde\Phi P^H)=0\). In PAW the wave differences vanish outside the augmentation spheres, so with partial waves cut off in this way it is enough that the expansion is complete inside the spheres.

In the two-dimensional example \(U=(0,1)^T\) and \(1-\tilde\Phi P^H=\mathrm{diag}(0,1)\). The remainder lies along \(U\), and the cross terms supply the missing off-diagonal entries:

\[
S=\begin{pmatrix}2&1\\1&1\end{pmatrix},\qquad
S-1=\begin{pmatrix}1&1\\1&0\end{pmatrix}.
\]

The determinant of \(S-1\) is \(-1\), so its rank is 2. Since \(1+q\,pp^H\) is diagonal for every \(q\), it never equals \(S\).

## The statements in Lean

The index types `n` and `m` are arbitrary finite types: `n` labels basis functions and `m` labels projectors. A `Matrix n m ℂ` holds one vector per column, and `ᴴ` is the conjugate transpose, which is the adjoint because the basis is orthonormal. `pawMap U P` is \(T\) and `pawOverlap U P` is \(S\).

- `rank_pawOverlap_sub_one_le` is the bound \(2m\), for all `U` and `P`.
- `rank_pawOverlap_sub_one_eq` is equality under `hG`, which says that the Gram matrix \(G\) is invertible.
- `ultrasoft_form_iff` is the equivalence between the ultrasoft form and \(U=PA\), under the hypothesis `hP` that \(P^HP\) is invertible. The matrix `Q` may be any complex matrix, not only a Hermitian one.
- `pawOverlap_completeness_error` is the identity with the usual charge matrix; \(\tilde\Phi\) is written `Φt`.
- `example_overlap` and `example_not_ultrasoft` treat the two-dimensional case, where `phit` serves as both smooth partial wave and projector.

The general theorems don't assume the duality \(P^H\tilde\Phi=1\) of projectors and smooth waves. The example satisfies it, so a failure of duality is not what spoils the ultrasoft form there.

The model places smooth and all-electron orbitals in the same finite-dimensional space. It has no augmentation spheres, no radial grids and no separate plane-wave cutoff for the smooth part, and it says nothing about how large the cross terms are for a given data set.

```lean
import Mathlib

open Matrix

namespace PAWOverlapRank

noncomputable section

variable {n m : Type*} [Fintype n] [DecidableEq n] [Fintype m] [DecidableEq m]

/-- The PAW map `T = 1 + U Pᴴ`, where the columns of `U` are the differences between
all-electron and smooth partial waves and the columns of `P` are the projectors. -/
def pawMap (U P : Matrix n m ℂ) : Matrix n n ℂ := 1 + U * Pᴴ

/-- The overlap matrix `S = Tᴴ T` that the PAW map induces on smooth orbitals. -/
def pawOverlap (U P : Matrix n m ℂ) : Matrix n n ℂ := (pawMap U P)ᴴ * pawMap U P

omit [DecidableEq m] in
/-- The deviation of the PAW overlap from the identity consists of two cross terms and
one term that lives on the projectors alone. -/
theorem pawOverlap_sub_one (U P : Matrix n m ℂ) :
    pawOverlap U P - 1 = U * Pᴴ + P * Uᴴ + P * (Uᴴ * U) * Pᴴ := by
  simp only [pawOverlap, pawMap, conjTranspose_add, conjTranspose_one, conjTranspose_mul,
    conjTranspose_conjTranspose, Matrix.add_mul, Matrix.mul_add, Matrix.one_mul,
    Matrix.mul_one, Matrix.mul_assoc]
  abel

/-- The deviation of the PAW overlap from the identity is a Hermitian form in the `2m`
vectors obtained by listing the wave differences and the projectors side by side. -/
theorem pawOverlap_factor (U P : Matrix n m ℂ) :
    pawOverlap U P - 1 =
      fromCols U P * fromBlocks (0 : Matrix m m ℂ) 1 1 (Uᴴ * U) * (fromCols U P)ᴴ := by
  rw [pawOverlap_sub_one, conjTranspose_fromCols_eq_fromRows_conjTranspose,
    fromCols_mul_fromBlocks, fromCols_mul_fromRows]
  simp only [Matrix.mul_zero, Matrix.mul_one, zero_add, Matrix.add_mul]
  abel

/-- With `m` projectors, the PAW overlap differs from the identity by a matrix of rank
at most `2m`. -/
theorem rank_pawOverlap_sub_one_le (U P : Matrix n m ℂ) :
    (pawOverlap U P - 1).rank ≤ 2 * Fintype.card m := by
  rw [pawOverlap_factor, Matrix.mul_assoc]
  calc _ ≤ (fromCols U P).rank := rank_mul_le_left _ _
    _ ≤ Fintype.card (m ⊕ m) := rank_le_card_width _
    _ = 2 * Fintype.card m := by rw [Fintype.card_sum, two_mul]

/-- If the wave differences and the projectors together have an invertible Gram matrix,
the PAW overlap differs from the identity by a matrix of rank exactly `2m`. -/
theorem rank_pawOverlap_sub_one_eq (U P : Matrix n m ℂ)
    (hG : IsUnit ((fromCols U P)ᴴ * fromCols U P)) :
    (pawOverlap U P - 1).rank = 2 * Fintype.card m := by
  apply le_antisymm (rank_pawOverlap_sub_one_le U P)
  -- the coupling matrix has an explicit inverse
  have hinv : fromBlocks (0 : Matrix m m ℂ) 1 1 (Uᴴ * U) *
      fromBlocks (-(Uᴴ * U)) 1 1 0 = 1 := by
    rw [fromBlocks_multiply, ← fromBlocks_one]
    simp
  have hK : IsUnit (fromBlocks (0 : Matrix m m ℂ) 1 1 (Uᴴ * U)) :=
    (isUnit_iff_isUnit_det _).2 (isUnit_det_of_right_inverse hinv)
  -- compressing to the 2m vectors gives an invertible matrix
  have hc : (fromCols U P)ᴴ * (pawOverlap U P - 1) * fromCols U P =
      ((fromCols U P)ᴴ * fromCols U P) * fromBlocks (0 : Matrix m m ℂ) 1 1 (Uᴴ * U) *
        ((fromCols U P)ᴴ * fromCols U P) := by
    rw [pawOverlap_factor]
    simp only [Matrix.mul_assoc]
  calc 2 * Fintype.card m = Fintype.card (m ⊕ m) := by rw [Fintype.card_sum, two_mul]
    _ = ((fromCols U P)ᴴ * (pawOverlap U P - 1) * fromCols U P).rank := by
        rw [hc, rank_of_isUnit _ ((hG.mul hK).mul hG)]
    _ ≤ ((fromCols U P)ᴴ * (pawOverlap U P - 1)).rank := rank_mul_le_left _ _
    _ ≤ (pawOverlap U P - 1).rank := rank_mul_le_right _ _

/-- For linearly independent projectors (invertible `Pᴴ P`), the PAW overlap has the
ultrasoft form `1 + P Q Pᴴ` for some `Q` exactly when every wave difference is a linear
combination of the projectors. -/
theorem ultrasoft_form_iff (U P : Matrix n m ℂ) (hP : IsUnit (Pᴴ * P)) :
    (∃ Q : Matrix m m ℂ, pawOverlap U P = 1 + P * Q * Pᴴ) ↔
      ∃ A : Matrix m m ℂ, U = P * A := by
  constructor
  · rintro ⟨Q, hQ⟩
    obtain ⟨R, hR⟩ := hP.exists_right_inv
    -- solve the ultrasoft form for the cross term
    have hU : U * Pᴴ = P * (Q * Pᴴ - Uᴴ - Uᴴ * U * Pᴴ) := by
      have h := pawOverlap_sub_one U P
      rw [hQ, add_sub_cancel_left] at h
      simp only [Matrix.mul_sub, ← Matrix.mul_assoc] at h ⊢
      rw [h]
      abel
    refine ⟨(Q * Pᴴ - Uᴴ - Uᴴ * U * Pᴴ) * P * R, ?_⟩
    calc U = U * (Pᴴ * P * R) := by rw [hR, Matrix.mul_one]
      _ = (U * Pᴴ) * (P * R) := by simp only [Matrix.mul_assoc]
      _ = P * (Q * Pᴴ - Uᴴ - Uᴴ * U * Pᴴ) * (P * R) := by rw [hU]
      _ = P * ((Q * Pᴴ - Uᴴ - Uᴴ * U * Pᴴ) * P * R) := by
        simp only [Matrix.mul_assoc]
  · rintro ⟨A, hA⟩
    refine ⟨A + Aᴴ + Uᴴ * U, ?_⟩
    have e1 : U * Pᴴ = P * A * Pᴴ := by rw [← hA]
    have e2 : P * Uᴴ = P * Aᴴ * Pᴴ := by
      rw [hA, conjTranspose_mul, Matrix.mul_assoc]
    rw [← sub_eq_iff_eq_add', pawOverlap_sub_one, e1, e2, Matrix.mul_add, Matrix.mul_add,
      Matrix.add_mul, Matrix.add_mul]

omit [DecidableEq m] in
/-- The PAW overlap equals the identity plus an augmentation term, built from `Φᴴ Φ - Φ̃ᴴ Φ̃`, plus
two terms that contain the completeness error `1 - Φ̃ Pᴴ`. -/
theorem pawOverlap_completeness_error (Φ Φt P : Matrix n m ℂ) :
    pawOverlap (Φ - Φt) P - 1 = P * (Φᴴ * Φ - Φtᴴ * Φt) * Pᴴ
      + (1 - Φt * Pᴴ)ᴴ * ((Φ - Φt) * Pᴴ) + P * (Φ - Φt)ᴴ * (1 - Φt * Pᴴ) := by
  rw [pawOverlap_sub_one]
  simp only [conjTranspose_sub, conjTranspose_one, conjTranspose_mul,
    conjTranspose_conjTranspose, Matrix.sub_mul, Matrix.mul_sub,
    Matrix.one_mul, Matrix.mul_one, Matrix.mul_assoc]
  abel

/-- The all-electron partial wave `(1, 1)` of the two-dimensional example. -/
def phi : Matrix (Fin 2) (Fin 1) ℂ := !![1; 1]

/-- The vector `(1, 0)`, which is both smooth partial wave and projector in the
two-dimensional example. -/
def phit : Matrix (Fin 2) (Fin 1) ℂ := !![1; 0]

/-- In the two-dimensional example the PAW overlap is the matrix with rows `(2, 1)` and
`(1, 1)`. -/
theorem example_overlap : pawOverlap (phi - phit) phit = !![2, 1; 1, 1] := by
  ext i j
  -- expand the products into entries before inserting the columns
  simp only [pawOverlap, pawMap, Matrix.mul_apply, Matrix.conjTranspose_apply,
    Matrix.add_apply, Matrix.sub_apply, Fin.sum_univ_two]
  fin_cases i <;> fin_cases j <;> norm_num [phi, phit, Matrix.one_apply]

/-- One projector, dual to its smooth partial wave, can give an overlap that differs from
the identity by a matrix of rank two and is not `1 + q p pᴴ` for any number `q`. -/
theorem example_not_ultrasoft :
    phitᴴ * phit = 1 ∧ (pawOverlap (phi - phit) phit - 1).rank = 2 ∧
      ∀ q : ℂ, pawOverlap (phi - phit) phit ≠ 1 + q • (phit * phitᴴ) := by
  refine ⟨?_, ?_, ?_⟩
  · ext i j
    fin_cases i
    fin_cases j
    simp [phit, Matrix.mul_apply, Fin.sum_univ_succ]
  · have h : pawOverlap (phi - phit) phit - 1 = !![1, 1; 1, 0] := by
      rw [example_overlap]
      ext i j
      fin_cases i <;> fin_cases j <;> norm_num [Matrix.one_apply]
    -- the determinant is -1, so the rank is full
    have hu : IsUnit (!![1, 1; 1, 0] : Matrix (Fin 2) (Fin 2) ℂ) := by
      rw [isUnit_iff_isUnit_det, det_fin_two_of]
      norm_num
    rw [h, rank_of_isUnit _ hu, Fintype.card_fin]
  · intro q hq
    -- compare the off-diagonal entries
    have h01 := congrFun (congrFun (example_overlap.symm.trans hq) 0) 1
    simp only [Matrix.add_apply, Matrix.smul_apply, Matrix.mul_apply,
      Matrix.conjTranspose_apply] at h01
    simp [phit] at h01

end

end PAWOverlapRank
```

```lean
#print axioms PAWOverlapRank.rank_pawOverlap_sub_one_le
#print axioms PAWOverlapRank.rank_pawOverlap_sub_one_eq
#print axioms PAWOverlapRank.pawOverlap_completeness_error
#print axioms PAWOverlapRank.example_not_ultrasoft
```

```
'PAWOverlapRank.rank_pawOverlap_sub_one_le' depends on axioms: [propext, Classical.choice, Quot.sound]
'PAWOverlapRank.rank_pawOverlap_sub_one_eq' depends on axioms: [propext, Classical.choice, Quot.sound]
'PAWOverlapRank.pawOverlap_completeness_error' depends on axioms: [propext, Classical.choice, Quot.sound]
'PAWOverlapRank.example_not_ultrasoft' depends on axioms: [propext, Classical.choice, Quot.sound]
```

## From the expansion to the rank

`pawOverlap_sub_one` is the expansion of \(S-1\). Its `simp only` call moves the adjoint inside sums and products and multiplies out; `abel` then cancels the identity and reorders the terms. `pawOverlap_factor` starts from this expansion and multiplies out \(WKW^H\) block by block.

The upper bound is a short `calc` chain. `rank_mul_le_left` bounds the rank of a product by that of its left factor, and `rank_le_card_width` bounds the rank of \(W\) by its number of columns.

In the equality theorem, `hinv` is the block product that exhibits the inverse of \(K\). It checks the product in one order only, which suffices for a square matrix, and `isUnit_det_of_right_inverse` supplies that step. The equation `hc` is \(W^H(S-1)W=GKG\). The final `calc` chain starts from \(2m\), identifies it with the rank of this invertible product, and removes first \(W\) and then \(W^H\), using one rank inequality for each.

## Solving for the wave differences, and the example

In `ultrasoft_form_iff`, the forward direction obtains `R` from `hP`. The equation `hU` is the ultrasoft form solved for \(UP^H\), and the `calc` block multiplies it by \(PR\). The backward direction supplies \(Q=A+A^H+U^HU\) and rewrites the two cross terms by `e1` and `e2`. The completeness identity again needs only distribution and `abel`.

`example_overlap` checks the four entries of \(S\). In `example_not_ultrasoft`, the first part is the duality \(p^Hp=1\). The second finds the nonzero determinant of \(S-1\) and concludes that the rank is full. The third compares the entries in row 0, column 1, where an equality would require \(1=0\).

## Side-by-side columns with `fromCols`

The matrix \(W\) is written `fromCols U P`, and its type is `Matrix n (m ⊕ m) ℂ`. The index type `m ⊕ m` is a disjoint union of two copies of `m`: an index `Sum.inl j` selects column `j` of `U`, and `Sum.inr j` selects column `j` of `P`. Nothing has to be renumbered from 1 to \(2m\), and the number \(2m\) enters only when `Fintype.card_sum` counts the union.

The matrix \(K\) is built by `fromBlocks` on the same index type. Mathlib's lemma `fromCols_mul_fromBlocks` computes \(WK\) as a new pair of column blocks. The adjoint of `fromCols` is a stack of row blocks, `fromRows`, and `fromCols_mul_fromRows` turns the remaining product into a sum of two ordinary matrix products. These are the steps of the calculation by hand, and no sum over individual entries appears.

## The same bound for transformed operators

The factorisation extends to a Hermitian operator \(B\) on the all-electron orbitals, for example the Hamiltonian, which acts on smooth orbitals as \(T^HBT\). Expanding as before gives

\[
T^HBT-B=[\,BU\;\;P\,]
\begin{pmatrix}0&1\\1&U^HBU\end{pmatrix}
[\,BU\;\;P\,]^H .
\]

The transformed operator therefore differs from \(B\) by a matrix of rank at most \(2m\), with equality when the columns of \(BU\) and \(P\) together are independent. The Lean code treats only the case \(B=1\), which is the overlap.
